# Local minimizers of the energy variance on the unit sphere are eigenvectors

Take a two-level Hamiltonian with equal diagonal entries $E$ and real coupling $\sigma\neq 0$. Its first basis state has energy variance $\sigma^2$, and rotating that state by an angle $t$ towards the second changes the variance to $\sigma^2\cos^2 2t$, so the state is stationary but not a local minimum.

In Lean 4 with Mathlib:

```lean
import Mathlib

open Filter Topology

namespace VarianceMinimization

noncomputable section

variable {V : Type*} [NormedAddCommGroup V] [InnerProductSpace ℝ V]
  {T : V →ₗ[ℝ] V} {x v : V}

/-- The energy expectation value `⟨x, T x⟩` (for a unit vector `x`). -/
def energy (T : V →ₗ[ℝ] V) (x : V) : ℝ := inner ℝ x (T x)

/-- The energy variance `‖T x‖² - ⟨x, T x⟩²` (for a unit vector `x`). -/
def variance (T : V →ₗ[ℝ] V) (x : V) : ℝ := ‖T x‖ ^ 2 - energy T x ^ 2

/-- The residual `T x - ⟨x, T x⟩ x`. -/
def residual (T : V →ₗ[ℝ] V) (x : V) : V := T x - energy T x • x

/-- The trial state `cos t x + sin t v`. -/
def rotate (x v : V) (t : ℝ) : V := Real.cos t • x + Real.sin t • v

/-- The residual of a unit vector is orthogonal to it. -/
theorem inner_residual (hx : ‖x‖ = 1) : inner ℝ x (residual T x) = 0 := by
  rw [residual, inner_sub_right, real_inner_smul_right, real_inner_self_eq_norm_sq, hx]
  simp [energy]

/-- For symmetric `T`, the slope of the variance at `t = 0` along `cos t x + sin t v`
is `2⟨Tx, Tv⟩ - 4⟨x, Tx⟩⟨Tx, v⟩`. -/
theorem hasDerivAt_variance (hT : T.IsSymmetric) (x v : V) :
    HasDerivAt (fun t => variance T (rotate x v t))
      (2 * inner ℝ (T x) (T v) - 4 * energy T x * inner ℝ (T x) v) 0 := by
  have hc := Real.hasDerivAt_cos 0
  have hs := Real.hasDerivAt_sin 0
  -- a quadratic form along the rotation, and its slope
  have quad : ∀ p q r : ℝ, HasDerivAt (fun t => Real.cos t * Real.cos t * p
      + Real.cos t * Real.sin t * (2 * q) + Real.sin t * Real.sin t * r) (2 * q) 0 := by
    intro p q r
    refine ((((hc.fun_mul hc).mul_const p).fun_add
      ((hc.fun_mul hs).mul_const (2 * q))).fun_add
      ((hs.fun_mul hs).mul_const r)).congr_deriv ?_
    simp only [Real.cos_zero, Real.sin_zero]
    ring
  have h1 := quad (inner ℝ (T x) (T x)) (inner ℝ (T x) (T v)) (inner ℝ (T v) (T v))
  have h2 := quad (inner ℝ x (T x)) (inner ℝ (T x) v) (inner ℝ v (T v))
  have e1 : inner ℝ (T v) (T x) = inner ℝ (T x) (T v) := real_inner_comm _ _
  have e2 : inner ℝ x (T v) = inner ℝ (T x) v := (hT x v).symm
  have e3 : inner ℝ v (T x) = inner ℝ (T x) v := real_inner_comm _ _
  refine ((h1.fun_sub (h2.fun_mul h2)).congr_deriv ?_).congr_of_eventuallyEq
    (Eventually.of_forall fun t => ?_)
  · simp only [Real.cos_zero, Real.sin_zero, energy]
    ring
  · simp only [variance, energy, rotate, map_add, map_smul, ← real_inner_self_eq_norm_sq,
      inner_add_left, inner_add_right, real_inner_smul_left, real_inner_smul_right, e1, e2, e3]
    ring

/-- If a unit vector `x` locally minimizes the variance on the unit sphere, then `t = 0` is a
local minimum along the rotation of `x` towards any unit vector `v` orthogonal to it. -/
theorem isLocalMin_rotate (hx : ‖x‖ = 1) (hv : ‖v‖ = 1) (hxv : inner ℝ x v = 0)
    (h : IsLocalMinOn (variance T) (Metric.sphere 0 1) x) :
    IsLocalMin (fun t => variance T (rotate x v t)) 0 := by
  have h0 : rotate x v 0 = x := by simp [rotate]
  have hn : ∀ t, rotate x v t ∈ Metric.sphere (0 : V) 1 := by
    intro t
    have hsq : ‖rotate x v t‖ ^ 2 = 1 ^ 2 := by
      rw [rotate, norm_add_sq_real]
      simp only [norm_smul, real_inner_smul_left, real_inner_smul_right, hx, hv, hxv,
        mul_one, Real.norm_eq_abs, sq_abs]
      linear_combination Real.sin_sq_add_cos_sq t
    rw [mem_sphere_zero_iff_norm]
    exact (sq_eq_sq₀ (norm_nonneg _) zero_le_one).mp hsq
  have hcont : Continuous (rotate x v) := by unfold rotate; fun_prop
  have ht := hcont.tendsto 0
  rw [h0] at ht
  have h' : ∀ᶠ y in 𝓝[Metric.sphere 0 1] x, variance T x ≤ variance T y := h
  change ∀ᶠ t in 𝓝 0, variance T (rotate x v 0) ≤ variance T (rotate x v t)
  rw [h0]
  exact (tendsto_nhdsWithin_iff.mpr ⟨ht, Eventually.of_forall hn⟩).eventually h'

/-- At a unit local minimizer of the variance of a symmetric `T` on the unit sphere,
`⟨Tx, Tv⟩ = 2⟨x, Tx⟩⟨Tx, v⟩` for every `v` orthogonal to `x`. -/
theorem stationary (hT : T.IsSymmetric) (hx : ‖x‖ = 1)
    (h : IsLocalMinOn (variance T) (Metric.sphere 0 1) x) (hxv : inner ℝ x v = 0) :
    inner ℝ (T x) (T v) = 2 * energy T x * inner ℝ (T x) v := by
  by_cases hv : v = 0
  · simp [hv]
  have hn : ‖v‖ ≠ 0 := norm_ne_zero_iff.mpr hv
  have hw : ‖‖v‖⁻¹ • v‖ = 1 := by
    rw [norm_smul, norm_inv, norm_norm, inv_mul_cancel₀ hn]
  have hxw : inner ℝ x (‖v‖⁻¹ • v) = 0 := by rw [real_inner_smul_right, hxv, mul_zero]
  have hd := (isLocalMin_rotate hx hw hxw h).hasDerivAt_eq_zero (hasDerivAt_variance hT x _)
  rw [map_smul, real_inner_smul_right, real_inner_smul_right] at hd
  have hz : ‖v‖⁻¹ * (inner ℝ (T x) (T v) - 2 * energy T x * inner ℝ (T x) v) = 0 := by
    linear_combination hd / 2
  exact sub_eq_zero.mp ((mul_eq_zero.mp hz).resolve_left (inv_ne_zero hn))

/-- At a unit local minimizer `x` of the variance of a symmetric `T` on the unit sphere, the
residual `r` obeys `T r = ⟨x, Tx⟩ r + ‖r‖² x`. -/
theorem map_residual (hT : T.IsSymmetric) (hx : ‖x‖ = 1)
    (h : IsLocalMinOn (variance T) (Metric.sphere 0 1) x) :
    T (residual T x) = energy T x • residual T x + ‖residual T x‖ ^ 2 • x := by
  have hxr := inner_residual (T := T) hx
  obtain ⟨r, hr⟩ : ∃ r, r = residual T x := ⟨_, rfl⟩
  rw [← hr] at hxr ⊢
  have hry : ∀ y, inner ℝ r y = inner ℝ (T x) y - energy T x * inner ℝ x y := by
    intro y
    rw [hr, residual, inner_sub_left, real_inner_smul_left]
  have hxTr : inner ℝ x (T r) = ‖r‖ ^ 2 := by
    rw [← hT x r, ← real_inner_self_eq_norm_sq, hry r, hxr]
    ring
  -- the defect g of the claimed equation is orthogonal to x, hence an allowed direction
  obtain ⟨g, hg⟩ : ∃ g, g = T r - (energy T x • r + ‖r‖ ^ 2 • x) := ⟨_, rfl⟩
  have hxg : inner ℝ x g = 0 := by
    rw [hg, inner_sub_right, inner_add_right, real_inner_smul_right, real_inner_smul_right,
      hxTr, hxr, real_inner_self_eq_norm_sq, hx]
    ring
  have hgy : ∀ y, inner ℝ g y
      = inner ℝ (T r) y - (energy T x * inner ℝ r y + ‖r‖ ^ 2 * inner ℝ x y) := by
    intro y
    rw [hg, inner_sub_left, inner_add_left, real_inner_smul_left, real_inner_smul_left]
  have hgg : inner ℝ g g = 0 := by
    rw [hgy, hT r g, hry, hry, ← hT x g, hxg, stationary hT hx h hxg]
    ring
  exact sub_eq_zero.mp (hg.symm.trans (inner_self_eq_zero.mp hgg))

/-- Variance minimization has no false minima: a unit vector that locally minimizes the variance
of a symmetric operator on the unit sphere is an eigenvector, and its variance is zero. -/
theorem no_false_minima (hT : T.IsSymmetric) (hx : ‖x‖ = 1)
    (h : IsLocalMinOn (variance T) (Metric.sphere 0 1) x) :
    T x = energy T x • x ∧ variance T x = 0 := by
  have key : T x = energy T x • x := by
    by_contra hne
    have hTr := map_residual hT hx h
    obtain ⟨r, hr⟩ : ∃ r, r = residual T x := ⟨_, rfl⟩
    rw [← hr] at hTr
    have hr0 : r ≠ 0 := fun h0 => hne (sub_eq_zero.mp (hr.symm.trans h0))
    have hn : ‖r‖ ≠ 0 := norm_ne_zero_iff.mpr hr0
    obtain ⟨u, hu'⟩ : ∃ u, u = ‖r‖⁻¹ • r := ⟨_, rfl⟩
    have hu : ‖u‖ = 1 := by rw [hu', norm_smul, norm_inv, norm_norm, inv_mul_cancel₀ hn]
    have hxu : inner ℝ x u = 0 := by
      rw [hu', real_inner_smul_right, hr, inner_residual hx, mul_zero]
    have hux : inner ℝ u x = 0 := by rw [real_inner_comm]; exact hxu
    -- x and u form a two-level system with equal energies and coupling ‖r‖
    have hTx : T x = energy T x • x + ‖r‖ • u := by
      rw [hu', smul_smul, mul_inv_cancel₀ hn, one_smul, hr, residual]
      abel
    have hTu : T u = ‖r‖ • x + energy T x • u := by
      have hc : ‖r‖⁻¹ * ‖r‖ ^ 2 = ‖r‖ := by field_simp
      rw [hu', map_smul, hTr, smul_add, smul_smul _ (‖r‖ ^ 2), hc, smul_comm, add_comm]
    obtain ⟨E, hE⟩ : ∃ E, E = energy T x := ⟨_, rfl⟩
    rw [← hE] at hTx hTu
    have hxx : inner ℝ x x = 1 := by rw [real_inner_self_eq_norm_sq, hx, one_pow]
    have huu : inner ℝ u u = 1 := by rw [real_inner_self_eq_norm_sq, hu, one_pow]
    have hV : ∀ t, variance T (rotate x u t) = ‖r‖ ^ 2 * Real.cos (2 * t) ^ 2 := by
      intro t
      rw [Real.cos_two_mul', variance, ← real_inner_self_eq_norm_sq]
      simp only [energy, rotate, map_add, map_smul, hTx, hTu, inner_add_left, inner_add_right,
        real_inner_smul_left, real_inner_smul_right, hxx, huu, hxu, hux]
      linear_combination (-((E ^ 2 + ‖r‖ ^ 2) * (Real.cos t ^ 2 + Real.sin t ^ 2)
        + 4 * Real.cos t * Real.sin t * E * ‖r‖)) * Real.sin_sq_add_cos_sq t
    -- a small positive angle already lowers the variance
    have hmin : ∀ᶠ t in 𝓝 (0 : ℝ), variance T (rotate x u 0) ≤ variance T (rotate x u t) :=
      isLocalMin_rotate hx hu hxu h
    have hpos : ∀ᶠ t in 𝓝[>] (0 : ℝ), t ∈ Set.Ioo (0 : ℝ) 1 := Ioo_mem_nhdsGT one_pos
    obtain ⟨t, hle, ht0, ht1⟩ := ((hmin.filter_mono nhdsWithin_le_nhds).and hpos).exists
    rw [hV, hV, mul_zero, Real.cos_zero] at hle
    have hsin : 0 < Real.sin (2 * t) :=
      Real.sin_pos_of_pos_of_lt_pi (by linarith) (by linarith [Real.pi_gt_three])
    have hcos := le_of_mul_le_mul_left hle (by positivity)
    nlinarith [Real.sin_sq_add_cos_sq (2 * t), pow_pos hsin 2]
  refine ⟨key, ?_⟩
  have hnorm : ‖T x‖ ^ 2 = energy T x ^ 2 := by
    conv_lhs => rw [key]
    rw [norm_smul, hx, mul_one, Real.norm_eq_abs, sq_abs]
  rw [variance, hnorm, sub_self]

/-- The same for a Hermitian operator on a complex inner product space: a unit local minimizer
of the variance on the unit sphere is an eigenvector, and its variance is zero. -/
theorem no_false_minima_complex {W : Type*} [NormedAddCommGroup W] [InnerProductSpace ℂ W]
    {T : W →ₗ[ℂ] W} (hT : T.IsSymmetric) {x : W} (hx : ‖x‖ = 1)
    (h : IsLocalMinOn (fun y => ‖T y‖ ^ 2 - (inner ℂ y (T y)).re ^ 2) (Metric.sphere 0 1) x) :
    T x = ((inner ℂ x (T x)).re : ℂ) • x ∧ ‖T x‖ ^ 2 - (inner ℂ x (T x)).re ^ 2 = 0 := by
  -- a complex space is a real one with the real part of the inner product
  let : InnerProductSpace ℝ W := InnerProductSpace.complexToReal
  have hS : (T.restrictScalars ℝ).IsSymmetric := fun y z => congrArg Complex.re (hT y z)
  have hm := no_false_minima hS hx h
  exact ⟨hm.1.trans (Complex.coe_smul _ _).symm, hm.2⟩

end

end VarianceMinimization
```

```lean
#print axioms VarianceMinimization.no_false_minima_complex
```

```
'VarianceMinimization.no_false_minima_complex' depends on axioms: [propext, Classical.choice, Quot.sound]
```

## Can a variance search get trapped?

Minimizing the variance is a way to target excited states, since every eigenstate has variance zero, whatever its energy. A search could fail by settling in a local minimum of positive variance. `no_false_minima` excludes this for a symmetric operator when the trial vector may vary over the whole unit sphere. A parametrized wavefunction that explores only part of that sphere may still have false minima.

The Hamiltonian is called `T`. It is a linear map from a real inner product space `V` to itself, and `T.IsSymmetric` says $\langle Ty,z\rangle=\langle y,Tz\rangle$. A real symmetric matrix acting on column vectors is such a map. The dimension may be infinite, but `T` must be defined on all of `V`.

`energy` and `variance` contain no division by the norm, so they are the physical quantities only for unit vectors. The hypothesis `IsLocalMinOn (variance T) (Metric.sphere 0 1) x` compares $x$ with nearby unit vectors, and `hx` says that $x$ is itself one. The conclusion is $Tx=\langle x,Tx\rangle x$ together with zero variance. It does not say which eigenvector has been found.

## Stationarity produces the two-level system

Write $E=\langle x,Tx\rangle$, $r=Tx-Ex$ and $\sigma=\|r\|$. Since $\|x\|=1$, `inner_residual` gives $\langle x,r\rangle=0$, so the variance at $x$ is $\|Tx\|^2-E^2=\sigma^2$.

For a unit vector $v\perp x$, let $y(t)=\cos t\,x+\sin t\,v$, which is `rotate x v t`. Then

$$\|Ty\|^2=\cos^2 t\,\|Tx\|^2+2\sin t\cos t\,\langle Tx,Tv\rangle+\sin^2 t\,\|Tv\|^2,$$

$$\langle y,Ty\rangle=\cos^2 t\,E+2\sin t\cos t\,\langle Tx,v\rangle+\sin^2 t\,\langle v,Tv\rangle.$$

Their slopes at $t=0$ are $2\langle Tx,Tv\rangle$ and $2\langle Tx,v\rangle$, so the variance has slope

$$2\langle Tx,Tv\rangle-4E\langle Tx,v\rangle.$$

This is `hasDerivAt_variance`, where `quad` differentiates both quadratic forms. `isLocalMin_rotate` checks that the path is continuous and stays on the sphere, so a local minimum at $x$ is a local minimum at $t=0$ and the slope vanishes. `stationary` extends the resulting identity to every $v\perp x$ by rescaling.

For such $v$ we have $\langle Tx,v\rangle=\langle r,v\rangle$ and $\langle Tx,Tv\rangle=E\langle r,v\rangle+\langle Tr,v\rangle$. The identity therefore becomes $\langle Tr-Er,v\rangle=0$. The component of $Tr$ along $x$ is $\langle x,Tr\rangle=\langle Tx,r\rangle=\sigma^2$, hence

$$Tr=Er+\sigma^2x.$$

`map_residual` proves this by taking $v$ to be the defect $g=Tr-Er-\sigma^2x$, which is orthogonal to $x$, and finding $\langle g,g\rangle=0$.

## The rotation that lowers the variance

Suppose $\sigma\neq0$ and set $u=r/\sigma$. Then

$$Tx=Ex+\sigma u,\qquad Tu=\sigma x+Eu,$$

which are `hTx` and `hTu`. For $y=\cos t\,x+\sin t\,u$ this gives $Ty=Ey+\sigma z$, where $z=\sin t\,x+\cos t\,u$ is a unit vector with $\langle y,z\rangle=\sin2t$. The variance is

$$(E^2+2E\sigma\sin2t+\sigma^2)-(E+\sigma\sin2t)^2=\sigma^2\cos^2 2t,$$

as `hV` states. It is below $\sigma^2$ for every $0<t<1$. The proof picks such a $t$ close enough to zero for minimality to apply, and `nlinarith` derives the contradiction from $\sin^2 2t+\cos^2 2t=1$. Thus $\sigma=0$, which gives both conclusions.

`no_false_minima_complex` treats a Hermitian operator by regarding the complex space as a real one, with the real part of the inner product. Norms, sphere and variance are unchanged.

## The same step in an iterative solver

One product $Tx$ gives $E$ and $r$; a second, $Tr$, gives the gradient of the variance along the sphere, $2g$. For

$$T=\begin{pmatrix}2&1\\1&2\end{pmatrix},\qquad x=\begin{pmatrix}1\\0\end{pmatrix},$$

one finds $E=2$, $r=(0,1)^{\mathsf T}$ and $g=0$, so a gradient step does not move although the variance is $1$. Diagonalizing $T$ in the span of $x$ and $r$ gives the eigenvectors $(1,\pm1)^{\mathsf T}/\sqrt2$, with energies $3$ and $1$.
